# The kinetic term of the Levy–Perdew–Sahni potential for a nowhere-zero density in one coordinate

To extract from a correlated wavefunction the local potential whose Schrödinger equation is solved by the square root of the density, one can split the kinetic energy of one electron. Part of it is the curvature of that square root. The rest enters the potential, and it can be computed from a first derivative as a nonnegative quantity. The split is shown here for one electron on a line, with a wavefunction that is twice differentiable in its position and a density that is never zero.

Let $x$ be the position of the selected electron and $\psi(x)$ the state vector of the remaining electrons when it sits there. With $c=\|\psi\|$ and $f=\psi/c$, in atomic units, and with $\langle\cdot,\cdot\rangle$ the real part of the inner product if $\psi$ is complex,

$$\langle\psi,-\tfrac12\psi''\rangle=-\tfrac12\,c\,c''+c^2\,\tfrac12\|f'\|^2 .$$

```lean
import Mathlib

open scoped InnerProductSpace

noncomputable section

namespace SquareRootDensity

variable {F : Type*} [NormedAddCommGroup F] [InnerProductSpace ℝ F]
```

The state vectors live in `F`, a real inner-product space of any dimension. A complex space qualifies through the real part of its inner product.

```lean
/-- The square-root density, up to a constant factor, `c = ‖ψ‖`: the norm, over the remaining
electrons, of the wavefunction with one electron held at `x`. -/
def amplitude (ψ : ℝ → F) (x : ℝ) : ℝ := ‖ψ x‖
```

`amplitude` is $c$. For a normalised $N$-electron wavefunction the density is $Nc^2$, so $c$ is its square root up to the factor $\sqrt N$. If spin is kept, the spin of the selected electron is counted in `F`, so that $c^2$ sums over it.

```lean
/-- The conditional amplitude `f = ψ / ‖ψ‖` of the remaining electrons, for `ψ x ≠ 0`. -/
def conditional (ψ : ℝ → F) (x : ℝ) : F := ‖ψ x‖⁻¹ • ψ x
```

`conditional` is the unit vector $f$; the sign `•` multiplies a vector by a number.

```lean
/-- The kinetic potential `‖f'‖² / 2`, where `f` is the conditional amplitude of a differentiable,
nowhere-zero `ψ`. -/
def kineticPotential (ψ : ℝ → F) (x : ℝ) : ℝ := ‖deriv (conditional ψ) x‖ ^ 2 / 2
```

This is $v_{\rm kin}=\|f'\|^2/2$, which measures how fast the vector $f$ changes as the selected electron moves. In a complex space a mere change of phase counts too, although it leaves the physical state of the other electrons unchanged.

```lean
/-- The conditional average `⟨f, A f⟩` of an operator `A` on the remaining electrons,
for `ψ x ≠ 0`. -/
def condAverage (A : F →ₗ[ℝ] F) (ψ : ℝ → F) (x : ℝ) : ℝ :=
  ⟪conditional ψ x, A (conditional ψ x)⟫_ℝ
```

This is $\langle f,Af\rangle$ for a linear operator $A$ on the remaining electrons.

```lean
/-- The effective potential: kinetic term, conditional energy of the remaining electrons above the
reference `E₀`, and conditional average of the coupling `W`, for a differentiable, nowhere-zero `ψ`.
-/
def effectivePotential (h : F →ₗ[ℝ] F) (W : ℝ → F →ₗ[ℝ] F) (E₀ : ℝ) (ψ : ℝ → F) (x : ℝ) : ℝ :=
  kineticPotential ψ x + (condAverage h ψ x - E₀) + condAverage (W x) ψ x
```

With $h$ the Hamiltonian of the remaining electrons, $W(x)$ their coupling to the selected one and $E_0$ a reference energy,

$$v_{\rm eff}=v_{\rm kin}+(\langle f,hf\rangle-E_0)+\langle f,Wf\rangle .$$

```lean
/-- For a twice differentiable `ψ`, the Schrödinger equation `-ψ''/2 + v ψ + h ψ + W ψ = E ψ` at
every point, with `v` the external potential of the selected electron, `h` the Hamiltonian of the
others and `W` the coupling. -/
def SolvesSchrodinger (v : ℝ → ℝ) (h : F →ₗ[ℝ] F) (W : ℝ → F →ₗ[ℝ] F) (E : ℝ)
    (ψ : ℝ → F) : Prop :=
  ∀ x, -(1 / 2 : ℝ) • deriv (deriv ψ) x + v x • ψ x + h (ψ x) + W x (ψ x) = E • ψ x
```

The equation is $-\frac12\psi''+v\psi+h\psi+W\psi=E\psi$ at every $x$, with $v$ the external potential. The operators act on all of `F`. The passage to a Coulomb Hamiltonian in three dimensions, whose operators are defined only on some states, is left open.

```lean
/-- Where `ψ` is differentiable and nonzero, the square-root density has slope
`⟨ψ, ψ'⟩ / ‖ψ‖`. -/
theorem hasDerivAt_amplitude {ψ : ℝ → F} {d : F} {x : ℝ} (hψ : HasDerivAt ψ d x)
    (h0 : ψ x ≠ 0) : HasDerivAt (amplitude ψ) (⟪ψ x, d⟫_ℝ / ‖ψ x‖) x := by
  have e : amplitude ψ = fun y => √(⟪ψ y, ψ y⟫_ℝ) := by
    funext y
    show ‖ψ y‖ = _
    rw [real_inner_self_eq_norm_sq, Real.sqrt_sq (norm_nonneg _)]
  rw [e]
  refine ((hψ.inner ℝ hψ).sqrt (inner_self_ne_zero.2 h0)).congr_deriv ?_
  rw [real_inner_self_eq_norm_sq (ψ x), Real.sqrt_sq (norm_nonneg _),
    real_inner_comm (ψ x) d, ← two_mul, mul_div_mul_left _ _ two_ne_zero]
```

Since $c=\sqrt{\langle\psi,\psi\rangle}$, the chain rule gives

$$c'=\frac{2\langle\psi,\psi'\rangle}{2c}=\frac{\langle\psi,\psi'\rangle}{c}.$$

The device behind most of the calculus here is `HasDerivAt g d x`, which says that $g$ has a derivative at $x$ and that it equals $d$. Mathlib's rules for inner products and square roots combine such statements and deliver an unsimplified $d$. `congr_deriv` then leaves only the algebra of showing that it equals the wanted expression. By contrast, `deriv g x` is just a value, set to zero where no derivative exists.

```lean
/-- Where `ψ` is differentiable and nonzero, the conditional amplitude has derivative
`ψ'/‖ψ‖ - ⟨ψ, ψ'⟩ ψ/‖ψ‖³`. -/
theorem hasDerivAt_conditional {ψ : ℝ → F} {d : F} {x : ℝ} (hψ : HasDerivAt ψ d x)
    (h0 : ψ x ≠ 0) :
    HasDerivAt (conditional ψ) (‖ψ x‖⁻¹ • d - (⟪ψ x, d⟫_ℝ / ‖ψ x‖ ^ 3) • ψ x) x := by
  have hc : amplitude ψ x ≠ 0 := norm_ne_zero_iff.2 h0
  refine (((hasDerivAt_amplitude hψ h0).inv hc).smul hψ).congr_deriv ?_
  show ‖ψ x‖⁻¹ • d + (-(⟪ψ x, d⟫_ℝ / ‖ψ x‖) / ‖ψ x‖ ^ 2) • ψ x = _
  have e : -(⟪ψ x, d⟫_ℝ / ‖ψ x‖) / ‖ψ x‖ ^ 2 = -(⟪ψ x, d⟫_ℝ / ‖ψ x‖ ^ 3) := by ring
  rw [e, neg_smul, sub_eq_add_neg]
```

The product rule on $c^{-1}\psi$ gives

$$f'=\frac{\psi'}{c}-\frac{c'}{c^2}\psi=\frac{\psi'}{c}-\frac{\langle\psi,\psi'\rangle}{c^3}\psi .$$

```lean
/-- Where `ψ` is differentiable and nonzero, the kinetic potential is
`(‖ψ‖² ‖ψ'‖² - ⟨ψ, ψ'⟩²) / (2 ‖ψ‖⁴)`. -/
theorem kineticPotential_eq {ψ : ℝ → F} {d : F} {x : ℝ} (hψ : HasDerivAt ψ d x)
    (h0 : ψ x ≠ 0) :
    kineticPotential ψ x =
      (‖ψ x‖ ^ 2 * ‖d‖ ^ 2 - ⟪ψ x, d⟫_ℝ ^ 2) / (2 * ‖ψ x‖ ^ 4) := by
  have hc : ‖ψ x‖ ≠ 0 := norm_ne_zero_iff.2 h0
  unfold kineticPotential
  rw [(hasDerivAt_conditional hψ h0).deriv, norm_sub_sq_real, norm_smul, norm_smul,
    real_inner_smul_left, real_inner_smul_right, real_inner_comm (ψ x) d, mul_pow, mul_pow,
    Real.norm_eq_abs, Real.norm_eq_abs, sq_abs, sq_abs]
  field_simp
  ring
```

Expanding the square, with $\|\psi\|^2=c^2$ in the last term,

$$\|f'\|^2=\frac{\|\psi'\|^2}{c^2}-\frac{2\langle\psi,\psi'\rangle^2}{c^4}+\frac{\langle\psi,\psi'\rangle^2}{c^4}
=\frac{c^2\|\psi'\|^2-\langle\psi,\psi'\rangle^2}{c^4}.$$

Half of this is $v_{\rm kin}$. In Lean, `norm_sub_sq_real` expands the square, and `field_simp` and `ring` collect the fractions.

```lean
/-- For a twice differentiable, nowhere-zero `ψ`, the kinetic energy density splits as
`⟨ψ, -ψ''/2⟩ = -c c''/2 + c² ‖f'‖²/2`. -/
theorem kinetic_identity {ψ : ℝ → F} (h1 : Differentiable ℝ ψ)
    (h2 : Differentiable ℝ (deriv ψ)) (h0 : ∀ x, ψ x ≠ 0) (x : ℝ) :
    ⟪ψ x, -(1 / 2 : ℝ) • deriv (deriv ψ) x⟫_ℝ =
      -(1 / 2) * amplitude ψ x * deriv (deriv (amplitude ψ)) x
        + amplitude ψ x ^ 2 * kineticPotential ψ x := by
  have hc : ‖ψ x‖ ≠ 0 := norm_ne_zero_iff.2 (h0 x)
  have hd : deriv (amplitude ψ) = fun y => ⟪ψ y, deriv ψ y⟫_ℝ / ‖ψ y‖ :=
    funext fun y => (hasDerivAt_amplitude (h1 y).hasDerivAt (h0 y)).deriv
  -- the quotient rule gives the curvature of the square-root density
  have hdd : deriv (fun y => ⟪ψ y, deriv ψ y⟫_ℝ / ‖ψ y‖) x =
      ((⟪ψ x, deriv (deriv ψ) x⟫_ℝ + ‖deriv ψ x‖ ^ 2) * ‖ψ x‖
        - ⟪ψ x, deriv ψ x⟫_ℝ * (⟪ψ x, deriv ψ x⟫_ℝ / ‖ψ x‖)) / ‖ψ x‖ ^ 2 := by
    rw [← real_inner_self_eq_norm_sq (deriv ψ x)]
    exact (((h1 x).hasDerivAt.inner ℝ (h2 x).hasDerivAt).fun_div
      (hasDerivAt_amplitude (h1 x).hasDerivAt (h0 x)) hc).deriv
  rw [hd, hdd, kineticPotential_eq (h1 x).hasDerivAt (h0 x), real_inner_smul_right,
    show amplitude ψ x = ‖ψ x‖ from rfl]
  field_simp
  ring
```

The hypotheses `h1`, `h2` and `h0` say that $\psi$ and $\psi'$ are differentiable and that $\psi$ has no zero. The quotient rule on $c'$, which is `hdd`, gives

$$c''=\frac{\langle\psi,\psi''\rangle+\|\psi'\|^2}{c}-\frac{\langle\psi,\psi'\rangle^2}{c^3}.$$

Therefore

$$-\tfrac12cc''=-\tfrac12\langle\psi,\psi''\rangle-\tfrac12\|\psi'\|^2+\frac{\langle\psi,\psi'\rangle^2}{2c^2},\qquad
c^2v_{\rm kin}=\tfrac12\|\psi'\|^2-\frac{\langle\psi,\psi'\rangle^2}{2c^2}.$$

Adding the two leaves $-\frac12\langle\psi,\psi''\rangle$, which is the claim.

```lean
/-- For a differentiable, nowhere-zero `ψ`, the kinetic potential vanishes everywhere exactly
when the conditional amplitude does not depend on the position of the selected electron. -/
theorem kineticPotential_eq_zero_iff {ψ : ℝ → F} (h1 : Differentiable ℝ ψ)
    (h0 : ∀ x, ψ x ≠ 0) :
    (∀ x, kineticPotential ψ x = 0) ↔ ∀ x y, conditional ψ x = conditional ψ y := by
  constructor
  · intro hk
    refine is_const_of_deriv_eq_zero
      (fun x => (hasDerivAt_conditional (h1 x).hasDerivAt (h0 x)).differentiableAt) fun x => ?_
    have hx : ‖deriv (conditional ψ) x‖ ^ 2 / 2 = 0 := hk x
    exact norm_eq_zero.1 (pow_eq_zero_iff two_ne_zero |>.1 (by linarith))
  · intro hf x
    have e : conditional ψ = fun _ => conditional ψ 0 := funext fun y => hf y 0
    unfold kineticPotential
    rw [e, deriv_const]
    simp
```

If $v_{\rm kin}=0$ everywhere, then $f'=0$ everywhere and $f$ is constant. Conversely, a constant $f$ has zero derivative.

A single zero of $\psi$ can break this equivalence. Take $\psi(x)=x\,e^{-x^2}$ with real values. Then $f$ is $-1$ on the left and $+1$ on the right, yet `kineticPotential` vanishes everywhere, including at the jump, where Lean's derivative is zero by convention.

```lean
/-- Levy-Perdew-Sahni equation in one coordinate: if a twice differentiable, nowhere-zero `ψ`
solves the Schrödinger equation, then `-c''/2 + (v + v_eff) c = (E - E₀) c`. -/
theorem levyPerdewSahni_equation {ψ : ℝ → F} {v : ℝ → ℝ} {h : F →ₗ[ℝ] F}
    {W : ℝ → F →ₗ[ℝ] F} {E : ℝ} (E₀ : ℝ) (h1 : Differentiable ℝ ψ)
    (h2 : Differentiable ℝ (deriv ψ)) (h0 : ∀ x, ψ x ≠ 0)
    (hS : SolvesSchrodinger v h W E ψ) (x : ℝ) :
    -(1 / 2) * deriv (deriv (amplitude ψ)) x
      + (v x + effectivePotential h W E₀ ψ x) * amplitude ψ x = (E - E₀) * amplitude ψ x := by
  have hc : ‖ψ x‖ ≠ 0 := norm_ne_zero_iff.2 (h0 x)
  have avg : ∀ A : F →ₗ[ℝ] F, ‖ψ x‖ ^ 2 * condAverage A ψ x = ⟪ψ x, A (ψ x)⟫_ℝ := by
    intro A
    unfold condAverage conditional
    rw [map_smul, real_inner_smul_left, real_inner_smul_right]
    field_simp
  -- project the Schrödinger equation on `ψ x`
  have key := congrArg (fun φ => ⟪ψ x, φ⟫_ℝ) (hS x)
  have kin := kinetic_identity h1 h2 h0 x
  simp only [inner_add_right, real_inner_smul_right, real_inner_self_eq_norm_sq] at key kin
  rw [show amplitude ψ x = ‖ψ x‖ from rfl] at kin ⊢
  unfold effectivePotential
  apply mul_left_cancel₀ hc
  linear_combination key - kin + avg h + avg (W x)
```

Take the inner product of the Schrödinger equation with $\psi$ (`key`), use $\langle\psi,A\psi\rangle=c^2\langle f,Af\rangle$ (`avg`), and insert the kinetic identity (`kin`):

$$-\tfrac12cc''+c^2\bigl(v+v_{\rm kin}+\langle f,hf\rangle+\langle f,Wf\rangle\bigr)=Ec^2 .$$

Subtracting $E_0c^2$ and cancelling one factor $c\neq0$ gives

$$-\tfrac12c''+(v+v_{\rm eff})c=(E-E_0)c .$$

In Lean, `mul_left_cancel₀` handles the cancellation and `linear_combination` the remaining algebra. Here $E_0$ may be any real number.

```lean
/-- If `E₀` bounds the energy of the remaining electrons from below and the coupling is
nonnegative, the effective potential is nonnegative wherever `ψ` is nonzero. -/
theorem effectivePotential_nonneg {ψ : ℝ → F} {h : F →ₗ[ℝ] F} {W : ℝ → F →ₗ[ℝ] F}
    {E₀ x : ℝ} (h0 : ψ x ≠ 0) (hh : ∀ φ, E₀ * ‖φ‖ ^ 2 ≤ ⟪φ, h φ⟫_ℝ)
    (hW : ∀ φ, 0 ≤ ⟪φ, W x φ⟫_ℝ) : 0 ≤ effectivePotential h W E₀ ψ x := by
  have hn : ‖conditional ψ x‖ = 1 := by
    unfold conditional
    rw [norm_smul, norm_inv, norm_norm, inv_mul_cancel₀ (norm_ne_zero_iff.2 h0)]
  have a := hh (conditional ψ x)
  rw [hn, one_pow, mul_one] at a
  have b := hW (conditional ψ x)
  have k : 0 ≤ kineticPotential ψ x := by unfold kineticPotential; positivity
  unfold effectivePotential condAverage
  linarith
```

Physically, $E_0$ is now the ground-state energy of the remaining electrons, or any lower bound, and $W(x)$ is a repulsion. Since $\|f\|=1$, the hypotheses give $\langle f,hf\rangle\ge E_0$ and $\langle f,Wf\rangle\ge0$. With $v_{\rm kin}\ge0$, all three parts of $v_{\rm eff}$ are nonnegative.

```lean
/-- The rotating amplitude `exp(i k x)`, a vector in the plane `ℂ`. -/
def rotor (k x : ℝ) : ℂ := Complex.exp (((k * x : ℝ) : ℂ) * Complex.I)
```

This is $\psi(x)=e^{ikx}$, with $k$ a real wavenumber and $\mathbb C$ treated as a real plane.

```lean
/-- The rotating amplitude is twice differentiable and nowhere zero, solves the Schrödinger
equation with `v = -w`, `h = E₀`, `W = w` and `E = k²/2 + E₀`, and has kinetic potential `k²/2`. -/
theorem rotor_witness (k E₀ : ℝ) (w : ℝ → ℝ) :
    Differentiable ℝ (rotor k) ∧ Differentiable ℝ (deriv (rotor k)) ∧ (∀ x, rotor k x ≠ 0) ∧
    SolvesSchrodinger (fun x => -w x) (E₀ • LinearMap.id) (fun x => w x • LinearMap.id)
      (k ^ 2 / 2 + E₀) (rotor k) ∧ ∀ x, kineticPotential (rotor k) x = k ^ 2 / 2 := by
  have h : ∀ x, HasDerivAt (rotor k) (rotor k x * ((k : ℂ) * Complex.I)) x := by
    intro x
    have a : HasDerivAt (fun y : ℝ => k * y) k x := by
      simpa using (hasDerivAt_id x).const_mul k
    exact (a.ofReal_comp.mul_const Complex.I).cexp
  have hd : deriv (rotor k) = fun x => rotor k x * ((k : ℂ) * Complex.I) :=
    funext fun x => (h x).deriv
  have hn : ∀ x, ‖rotor k x‖ = 1 := fun x => Complex.norm_exp_ofReal_mul_I _
  refine ⟨fun x => (h x).differentiableAt, ?_, fun x => Complex.exp_ne_zero _, ?_, ?_⟩
  · rw [hd]
    exact fun x => ((h x).mul_const _).differentiableAt
  · intro x
    have hdd : deriv (deriv (rotor k)) x =
        rotor k x * ((k : ℂ) * Complex.I) * ((k : ℂ) * Complex.I) := by
      rw [hd]
      exact ((h x).mul_const _).deriv
    rw [hdd]
    simp only [LinearMap.smul_apply, LinearMap.id_apply, Complex.real_smul]
    push_cast
    linear_combination (-(1 / 2) * rotor k x * (k : ℂ) ^ 2) * Complex.I_sq
  · intro x
    -- the amplitude has unit norm, so it is its own conditional amplitude
    have e : conditional (rotor k) = rotor k := by
      funext y
      unfold conditional
      rw [hn, inv_one, one_smul]
    unfold kineticPotential
    rw [e, (h x).deriv, norm_mul, norm_mul, hn, Complex.norm_I, Complex.norm_real,
      Real.norm_eq_abs, one_mul, mul_one, sq_abs]

end SquareRootDensity
```

Here $c=1$, so $f=\psi$, $f'=ik\psi$ and $v_{\rm kin}=k^2/2$. The external potential $-w$ cancels the coupling $w$, and the Schrödinger equation reduces to $\frac12k^2+E_0=E$. The example satisfies the hypotheses of the equation for $c$, with a nonzero kinetic term whenever $k\neq0$. It is a formal check, not a bound state: a plane wave cannot be normalised on the line, and its kinetic term comes from the phase alone.

```lean
#print axioms SquareRootDensity.kineticPotential_eq_zero_iff
-- 'SquareRootDensity.kineticPotential_eq_zero_iff' depends on axioms: [propext, Classical.choice, Quot.sound]
#print axioms SquareRootDensity.levyPerdewSahni_equation
-- 'SquareRootDensity.levyPerdewSahni_equation' depends on axioms: [propext, Classical.choice, Quot.sound]
#print axioms SquareRootDensity.effectivePotential_nonneg
-- 'SquareRootDensity.effectivePotential_nonneg' depends on axioms: [propext, Classical.choice, Quot.sound]
```
